# A Lorentzian level with mean-field repulsion U has one zero-temperature occupation, which rises by less than Δμ/U when the chemical potential rises by Δμ

In a gate sweep of a molecular junction, the converged density at one gate voltage commonly serves as the starting guess at the next. This guess is close to the new solution if the self-consistent solution moves only a little between the two points, and the target is unambiguous if no second solution exists. For a single broadened level in equilibrium at zero temperature, with a repulsive shift proportional to its own occupation, the solution is unique and a small enough step moves it only a little. Whether an iteration started from the guess converges is a separate matter, taken up at the end. The level is also partially pinned to the chemical potential: when the gate lowers the bare level energy, the repulsion from the added charge cancels part of the shift.

```lean
import Mathlib

open Real Filter Topology MeasureTheory

namespace MeanFieldLevel

noncomputable section
```

## The broadened level and its mean-field equation

Let a level have energy \(\varepsilon\) and a constant half-width \(g>0\), which stands for the coupling to leads with a featureless band. Its retarded Green function is \(G^r(E)=1/(E-\varepsilon+ig)\), and its spectral function \(A=-\operatorname{Im}G^r/\pi\) is the Lorentzian

\[
A_\varepsilon(E)=\frac{g}{\pi\left[(E-\varepsilon)^2+g^2\right]} .
\]

```lean
/-- Lorentzian spectral function at energy `E` of a level at `ε` with half-width `g > 0`. -/
def spectral (g ε E : ℝ) : ℝ := g / (π * ((E - ε) ^ 2 + g ^ 2))
```

At zero temperature, all spectral weight below the chemical potential \(\mu\) is filled:

\[
N(\varepsilon,\mu)=\int_{-\infty}^{\mu}A_\varepsilon(E)\,dE .
\]

```lean
/-- Zero-temperature occupation: the spectral weight below the chemical potential `μ`. -/
def occupation (g ε μ : ℝ) : ℝ := ∫ E in Set.Iic μ, spectral g ε E
```

The interaction enters as a shift of the bare energy \(e\) to \(e+Un\), where \(n\) is the occupation and \(U\) the interaction strength. Self-consistency means \(n=N(e+Un,\mu)\), which in Lean is the proposition `IsMeanField U g e μ n`. In a spin-restricted calculation, \(n\) is the occupation per spin.

```lean
/-- `n` is a self-consistent occupation: it is the occupation of the level at the
mean-field energy `e + U n`. -/
def IsMeanField (U g e μ n : ℝ) : Prop := n = occupation g (e + U * n) μ
```

## From the integral to the arctangent

In units of the half-width,

\[
A_\varepsilon(E)=\frac{1}{\pi g}\,\frac{1}{1+\left((E-\varepsilon)/g\right)^2}.
\]

```lean
/-- The spectral function written in units of the half-width `g > 0`. -/
theorem spectral_eq {g : ℝ} (hg : 0 < g) (ε E : ℝ) :
    spectral g ε E = 1 / (π * g) * (1 + ((E - ε) / g) ^ 2)⁻¹ := by
  have hg' := hg.ne'
  have hD : (E - ε) ^ 2 + g ^ 2 ≠ 0 := by positivity
  have h : 1 + ((E - ε) / g) ^ 2 = ((E - ε) ^ 2 + g ^ 2) / g ^ 2 := by
    field_simp
    ring
  rw [h, spectral]
  field_simp
```

By the chain rule, this is the derivative of an arctangent expression:

\[
\frac{d}{dx}\left[\frac12-\frac1\pi\arctan\frac{\varepsilon-x}{g}\right]=A_\varepsilon(x).
\]

```lean
/-- For `g > 0` the arctangent occupation formula has the spectral function as its
derivative with respect to the chemical potential. -/
theorem hasDerivAt_arctan_formula {g : ℝ} (hg : 0 < g) (ε μ : ℝ) :
    HasDerivAt (fun x => 1 / 2 - arctan ((ε - x) / g) / π) (spectral g ε μ) μ := by
  refine (((((hasDerivAt_id' μ).const_sub ε).div_const g).arctan.div_const π).const_sub
    (1 / 2)).congr_deriv ?_
  rw [spectral_eq hg]
  ring
```

As \(x\to-\infty\) the arctangent tends to \(\pi/2\), so the bracket tends to zero. The fundamental theorem of calculus on a half-line then gives

\[
N(\varepsilon,\mu)=\frac12-\frac1\pi\arctan\frac{\varepsilon-\mu}{g}.
\]

In the proof, `hint` is the integrability of the Lorentzian and `h2` is the limit at low energy.

```lean
/-- For `g > 0` the occupation of a Lorentzian level is `1/2 - arctan((ε - μ)/g)/π`. -/
theorem occupation_eq_arctan {g : ℝ} (hg : 0 < g) (ε μ : ℝ) :
    occupation g ε μ = 1 / 2 - arctan ((ε - μ) / g) / π := by
  have hint : Integrable (spectral g ε) := by
    rw [funext (spectral_eq hg ε)]
    exact ((integrable_inv_one_add_sq.comp_div hg.ne').comp_sub_right ε).const_mul _
  -- no weight is left at very low energy
  have h1 : Tendsto (fun E : ℝ => ε - E) atBot atTop := by
    simpa only [sub_eq_add_neg] using
      tendsto_atTop_add_const_left atBot ε tendsto_neg_atBot_atTop
  have h2 := ((tendsto_arctan_atTop.mono_right nhdsWithin_le_nhds).comp
    (h1.atTop_div_const hg)).div_const π |>.const_sub (1 / 2)
  have h3 := integral_Iic_of_hasDerivAt_of_tendsto'
    (fun E (_ : E ∈ Set.Iic μ) => hasDerivAt_arctan_formula hg ε E) hint.integrableOn h2
  have h4 : (1 : ℝ) / 2 - π / 2 / π = 0 := by
    have := pi_ne_zero
    field_simp
    norm_num
  rw [occupation, h3, h4, sub_zero]
```

Since \(-\pi/2<\arctan t<\pi/2\), the occupation satisfies \(0<N<1\).

```lean
/-- For `g > 0` the occupation lies strictly between zero and one. -/
theorem occupation_bounds {g : ℝ} (hg : 0 < g) (ε μ : ℝ) :
    0 < occupation g ε μ ∧ occupation g ε μ < 1 := by
  rw [occupation_eq_arctan hg]
  have h1 : arctan ((ε - μ) / g) / π < 1 / 2 := by
    rw [div_lt_iff₀ pi_pos]
    linarith [arctan_lt_pi_div_two ((ε - μ) / g)]
  have h2 : -(1 / 2) < arctan ((ε - μ) / g) / π := by
    rw [lt_div_iff₀ pi_pos]
    linarith [neg_pi_div_two_lt_arctan ((ε - μ) / g)]
  constructor <;> linarith
```

## Response to a shift of the level

Take two situations with \(x_i=\varepsilon_i-\mu_i\) and \(x_2\le x_1\), so that the second level lies no higher relative to its chemical potential. The arctangent increases, and \(t-\arctan t\) has the derivative \(1-1/(1+t^2)\ge0\). Hence

\[
0\le\arctan\frac{x_1}{g}-\arctan\frac{x_2}{g}\le\frac{x_1-x_2}{g},
\]

and division by \(\pi\) gives

\[
0\le N(\varepsilon_2,\mu_2)-N(\varepsilon_1,\mu_1)\le\frac{x_1-x_2}{\pi g}.
\]

Lean states the upper bound multiplied by \(\pi g\); `hm` is the monotonicity of \(t-\arctan t\).

```lean
/-- For `g > 0`, lowering the level relative to the chemical potential does not reduce its
occupation, and raises it by at most the shift divided by `π g`. -/
theorem occupation_response {g ε₁ μ₁ ε₂ μ₂ : ℝ} (hg : 0 < g) (h : ε₂ - μ₂ ≤ ε₁ - μ₁) :
    occupation g ε₁ μ₁ ≤ occupation g ε₂ μ₂ ∧
      π * g * (occupation g ε₂ μ₂ - occupation g ε₁ μ₁) ≤ (ε₁ - μ₁) - (ε₂ - μ₂) := by
  have hd (t : ℝ) := (hasDerivAt_id' t).fun_sub (hasDerivAt_arctan t)
  -- arctan has slope at most one
  have hm : Monotone (fun t : ℝ => t - arctan t) := by
    refine monotone_of_deriv_nonneg (fun t => (hd t).differentiableAt) fun t => ?_
    rw [(hd t).deriv]
    have : 1 / (1 + t ^ 2) ≤ 1 := by
      rw [div_le_one (by positivity)]
      linarith [sq_nonneg t]
    linarith
  have hab : (ε₂ - μ₂) / g ≤ (ε₁ - μ₁) / g := by gcongr
  have h1 := arctan_strictMono.monotone hab
  have h2 : (ε₂ - μ₂) / g - arctan ((ε₂ - μ₂) / g) ≤
    (ε₁ - μ₁) / g - arctan ((ε₁ - μ₁) / g) := hm hab
  rw [occupation_eq_arctan hg, occupation_eq_arctan hg]
  constructor
  · have := div_le_div_of_nonneg_right h1 pi_pos.le
    linarith
  · have h3 := mul_le_mul_of_nonneg_left h2 hg.le
    have e1 : g * ((ε₁ - μ₁) / g) = ε₁ - μ₁ := by field_simp
    have e2 : g * ((ε₂ - μ₂) / g) = ε₂ - μ₂ := by field_simp
    have e3 (x : ℝ) : π * g * (x / π) = g * x := by field_simp
    linarith [e3 (arctan ((ε₁ - μ₁) / g)), e3 (arctan ((ε₂ - μ₂) / g))]
```

## One solution at each chemical potential

The function \(n-N(e+Un,\mu)\) is continuous, negative at \(n=0\) and positive at \(n=1\). The intermediate value theorem gives a zero.

For uniqueness, suppose that \(a\) and \(b\) are solutions with \(b<a\). If the level for \(a\) lies no higher than the level for \(b\), the response bound gives \(\pi g(a-b)\le U(b-a)\), so \((\pi g+U)(a-b)\le0\). This is impossible when \(U>-\pi g\). If the level for \(b\) lies no higher, monotonicity gives \(a\le b\), again a contradiction. These are the two cases of `key`.

The condition \(U>-\pi g\) admits repulsion and moderate attraction. A short calculation that the file does not contain shows that for \(U<-\pi g\) uniqueness fails at \(\mu=e+U/2\).

```lean
/-- For `g > 0` and `U > -π g` the mean-field equation has exactly one solution. -/
theorem existsUnique_meanField {U g : ℝ} (hg : 0 < g) (hU : -(π * g) < U) (e μ : ℝ) :
    ∃! n, IsMeanField U g e μ n := by
  have hc : Continuous fun n : ℝ => arctan ((e + U * n - μ) / g) :=
    continuous_arctan.comp (by fun_prop)
  have h0 := occupation_bounds hg (e + U * 0) μ
  have h1 := occupation_bounds hg (e + U * 1) μ
  rw [occupation_eq_arctan hg] at h0 h1
  obtain ⟨n, -, hn⟩ := intermediate_value_Icc zero_le_one
    (continuous_id.sub (continuous_const.sub (hc.div_const π))).continuousOn
    (Set.mem_Icc.2 ⟨sub_nonpos.2 h0.1.le, sub_nonneg.2 h1.2.le⟩)
  -- two different solutions would need an attraction of at least `π g`
  have key : ∀ a b, IsMeanField U g e μ a → IsMeanField U g e μ b → a ≤ b := by
    intro a b ha hb
    unfold IsMeanField at ha hb
    by_contra! hlt
    rcases le_total (e + U * a - μ) (e + U * b - μ) with h | h
    · have h2 := (occupation_response hg h).2
      rw [← ha, ← hb] at h2
      nlinarith [mul_pos (neg_lt_iff_pos_add.1 hU) (sub_pos.2 hlt)]
    · have h2 := (occupation_response hg h).1
      rw [← ha, ← hb] at h2
      linarith
  have hs : IsMeanField U g e μ n :=
    (sub_eq_zero.1 hn).trans (occupation_eq_arctan hg _ _).symm
  exact ⟨n, hs, fun k hk => le_antisymm (key k n hk hs) (key n k hs hk)⟩
```

## The bound on the change of filling

Let \(n_1,n_2\) be the solutions at \(m_1<m_2\), and put \(x_i=e+Un_i-m_i\). If \(x_1\le x_2\), the response bound gives \(n_2\le n_1\) and

\[
(\pi g+U)(n_1-n_2)\le-(m_2-m_1)<0,
\]

which is a contradiction. So \(x_2\le x_1\), and the same bound gives \(n_1\le n_2\) and

\[
\pi g\,(n_2-n_1)\le(m_2-m_1)-U(n_2-n_1),
\qquad
n_2-n_1\le\frac{m_2-m_1}{\pi g+U}.
\]

Equality \(n_1=n_2\) would force \(x_1=x_2\), because the arctangent is injective, and then \(m_1=m_2\). The increase is therefore strict.

```lean
/-- For `g > 0` and `U > -π g`, raising the chemical potential strictly raises the
self-consistent occupation, by at most the increase divided by `π g + U`. -/
theorem filling_increment {U g e m₁ m₂ n₁ n₂ : ℝ} (hg : 0 < g) (hU : -(π * g) < U)
    (h₁ : IsMeanField U g e m₁ n₁) (h₂ : IsMeanField U g e m₂ n₂) (hm : m₁ < m₂) :
    n₁ < n₂ ∧ n₂ - n₁ ≤ (m₂ - m₁) / (π * g + U) := by
  have hp : 0 < π * g + U := by linarith
  unfold IsMeanField at h₁ h₂
  rcases le_total (e + U * n₁ - m₁) (e + U * n₂ - m₂) with h | h
  · -- the level cannot rise relative to the chemical potential
    have h3 := occupation_response hg h
    rw [← h₁, ← h₂] at h3
    nlinarith [mul_nonneg hp.le (sub_nonneg.2 h3.1)]
  · have h3 := occupation_response hg h
    rw [← h₁, ← h₂] at h3
    refine ⟨lt_of_le_of_ne h3.1 fun heq => ?_, ?_⟩
    · -- equal occupations would force equal chemical potentials
      rw [occupation_eq_arctan hg] at h₁ h₂
      have h4 : arctan ((e + U * n₁ - m₁) / g) / π = arctan ((e + U * n₂ - m₂) / g) / π := by
        linarith
      have h5 := arctan_injective ((div_left_inj' pi_ne_zero).1 h4)
      have h6 := (div_left_inj' hg.ne').1 h5
      rw [heq] at h6
      linarith
    · rw [le_div_iff₀ hp]
      linarith [h3.2]
```

## Continuity and slope of the filling curve

Write \(n(\mu)\) for the solution at \(\mu\). The increment bound says that this function is Lipschitz with constant \(1/(\pi g+U)\), hence continuous.

```lean
/-- For `g > 0` and `U > -π g` the self-consistent occupation is a continuous function of
the chemical potential. -/
theorem continuous_filling {U g e : ℝ} {n : ℝ → ℝ} (hg : 0 < g) (hU : -(π * g) < U)
    (hn : ∀ μ, IsMeanField U g e μ (n μ)) : Continuous n := by
  have hp : 0 < π * g + U := by linarith
  refine (LipschitzWith.of_le_add_mul' (1 / (π * g + U)) fun x y => ?_).continuous
  have h0 : 0 ≤ 1 / (π * g + U) * dist x y := by positivity
  rcases lt_trichotomy x y with h | h | h
  · linarith [(filling_increment hg hU (hn x) (hn y) h).1]
  · rw [h] at h0 ⊢
    linarith
  · have h1 := (filling_increment hg hU (hn y) (hn x) h).2
    rw [Real.dist_eq, abs_of_pos (sub_pos.2 h), one_div_mul_eq_div]
    linarith
```

For the slope, measure the chemical potential from the shifted level, which reverses the sign used for \(x_1\) and \(x_2\) above: \(x(\mu)=\mu-e-Un(\mu)\). Then \(n(\mu)=N(0,x(\mu))\), and

\[
\mu=x+e+U\,N(0,x).
\]

The right side has the derivative \(1+UA\) with respect to \(x\), where \(A=A_{e+Un(\mu)}(\mu)\). It is positive because \(0<A\le1/(\pi g)\) and \(U>-\pi g\). The inverse function therefore has slope \(1/(1+UA)\), and the chain rule gives

\[
\frac{dn}{d\mu}=\frac{A}{1+UA}.
\]

The proof uses the continuity of \(x\) to apply the inverse-function rule.

```lean
/-- For `g > 0` and `U > -π g` the slope of the filling curve is `A / (1 + U A)`, with `A`
the self-consistent spectral function at the chemical potential. -/
theorem hasDerivAt_filling {U g e : ℝ} {n : ℝ → ℝ} (hg : 0 < g) (hU : -(π * g) < U)
    (h : ∀ μ, IsMeanField U g e μ (n μ)) (μ : ℝ) :
    HasDerivAt n (spectral g (e + U * n μ) μ / (1 + U * spectral g (e + U * n μ) μ)) μ := by
  -- `x` is the chemical potential measured from the shifted level
  obtain ⟨x, hx⟩ : ∃ x : ℝ → ℝ, ∀ ν, x ν = ν - e - U * n ν := ⟨_, fun _ => rfl⟩
  have hn (ν : ℝ) : n ν = occupation g 0 (x ν) := by
    refine Eq.trans (h ν) ?_
    rw [occupation_eq_arctan hg, occupation_eq_arctan hg, hx,
      show 0 - (ν - e - U * n ν) = e + U * n ν - ν by ring]
  have hA : spectral g 0 (x μ) = spectral g (e + U * n μ) μ := by
    rw [spectral, spectral, hx, show μ - e - U * n μ - 0 = μ - (e + U * n μ) by ring]
  have hP : HasDerivAt (occupation g 0) (spectral g (e + U * n μ) μ) (x μ) := by
    rw [← hA, funext (occupation_eq_arctan hg 0)]
    exact hasDerivAt_arctan_formula hg 0 (x μ)
  have hpos : 0 < 1 + U * spectral g (e + U * n μ) μ := by
    have hD : 0 < (μ - (e + U * n μ)) ^ 2 + g ^ 2 := by positivity
    have h1 : 0 < spectral g (e + U * n μ) μ := div_pos hg (mul_pos pi_pos hD)
    have h2 : π * g * spectral g (e + U * n μ) μ ≤ 1 := by
      rw [spectral, ← mul_div_assoc, div_le_one (mul_pos pi_pos hD)]
      nlinarith [mul_nonneg pi_pos.le (sq_nonneg (μ - (e + U * n μ)))]
    nlinarith [mul_pos (neg_lt_iff_pos_add.1 hU) h1]
  have hxc : Continuous x := by
    rw [funext hx]
    exact (continuous_id.sub continuous_const).sub
      (continuous_const.mul (continuous_filling hg hU h))
  -- `x` inverts the map `y ↦ y + e + U · occupation`
  have hd := HasDerivAt.of_local_left_inverse hxc.continuousAt
    ((hasDerivAt_id' (x μ)).fun_add ((hP.const_mul U).const_add e)) hpos.ne'
    (Eventually.of_forall fun ν => by
      show x ν + (e + U * occupation g 0 (x ν)) = ν
      rw [← hn ν, hx ν]
      ring)
  exact ((hP.comp μ hd).congr_of_eventuallyEq (Eventually.of_forall hn)).congr_deriv
    (div_eq_mul_inv _ _).symm
```

At \(\mu=e+U/2\) the value \(n=1/2\) puts the level exactly at \(\mu\), so it solves the equation. There \(A=1/(\pi g)\), and the slope is \(1/(\pi g+U)\). The constant in the increment bound is thus the best possible.

```lean
/-- For `g > 0` and `U > -π g` the level is half filled at `μ = e + U/2`, where the filling
curve has slope `1 / (π g + U)`. -/
theorem half_filling {U g e : ℝ} {n : ℝ → ℝ} (hg : 0 < g) (hU : -(π * g) < U)
    (h : ∀ μ, IsMeanField U g e μ (n μ)) :
    n (e + U / 2) = 1 / 2 ∧ HasDerivAt n (1 / (π * g + U)) (e + U / 2) := by
  have hs : IsMeanField U g e (e + U / 2) (1 / 2) := by
    rw [IsMeanField, occupation_eq_arctan hg,
      show e + U * (1 / 2) - (e + U / 2) = 0 by ring, zero_div, arctan_zero, zero_div, sub_zero]
  have hn := (existsUnique_meanField hg hU e (e + U / 2)).unique (h _) hs
  refine ⟨hn, (hasDerivAt_filling hg hU h _).congr_deriv ?_⟩
  have hp : π * g + U ≠ 0 := by linarith
  have hq : π * g ≠ 0 := (mul_pos pi_pos hg).ne'
  have hA : spectral g (e + U * (1 / 2)) (e + U / 2) = 1 / (π * g) := by
    rw [spectral_eq hg, show e + U / 2 - (e + U * (1 / 2)) = 0 by ring]
    simp
  have h1 : 1 + U * (1 / (π * g)) = (π * g + U) / (π * g) := by
    rw [add_div, div_self hq, mul_one_div]
  rw [hn, hA, h1, div_div_div_cancel_right₀ hq]
```

## Partial pinning for repulsive interaction

For \(U>0\), we have \(1/(\pi g+U)<1/U\), so for \(m_1<m_2\)

\[
0<n(m_2)-n(m_1)<\frac{m_2-m_1}{U}.
\]

Multiplied by \(U\), this says that the level \(e+Un\) rises with the chemical potential, but by less.

The final theorem takes `U` and `g` positive and `e` any real number, and provides one function `n`. Its first clause is an equivalence: a real number `k` solves the arctangent equation at `μ` exactly when `k = n μ`. This contains both existence and uniqueness, with `k` not restricted in advance to values between 0 and 1. The other clauses state continuity and the two strict inequalities.

```lean
/-- Partial pinning: for `U, g > 0` the mean-field solutions form one continuous filling
curve, which rises strictly and by less than the change of chemical potential over `U`. -/
theorem partial_pinning {U g : ℝ} (hU : 0 < U) (hg : 0 < g) (e : ℝ) :
    ∃ n : ℝ → ℝ,
      (∀ μ k, k = 1 / 2 - 1 / π * arctan ((e + U * k - μ) / g) ↔ k = n μ) ∧
      Continuous n ∧
      ∀ m₁ m₂, m₁ < m₂ → 0 < n m₂ - n m₁ ∧ n m₂ - n m₁ < (m₂ - m₁) / U := by
  have hpg : 0 < π * g := mul_pos pi_pos hg
  have hU' : -(π * g) < U := by linarith
  choose n hn using fun μ => (existsUnique_meanField hg hU' e μ).exists
  refine ⟨n, fun μ k => ?_, continuous_filling hg hU' hn, fun m₁ m₂ hm => ?_⟩
  · rw [one_div_mul_eq_div, ← occupation_eq_arctan hg]
    constructor
    · intro hk
      exact (existsUnique_meanField hg hU' e μ).unique hk (hn μ)
    · rintro rfl
      exact hn μ
  · have h := filling_increment hg hU' (hn m₁) (hn m₂) hm
    exact ⟨sub_pos.2 h.1, h.2.trans_lt
      (div_lt_div_of_pos_left (sub_pos.2 hm) hU (by linarith))⟩

end

end MeanFieldLevel
```

```lean
#print axioms MeanFieldLevel.half_filling
-- 'MeanFieldLevel.half_filling' depends on axioms: [propext, Classical.choice, Quot.sound]
#print axioms MeanFieldLevel.partial_pinning
-- 'MeanFieldLevel.partial_pinning' depends on axioms: [propext, Classical.choice, Quot.sound]
```

## A gate sweep in numbers

The equation contains \(e\) and \(\mu\) only through \(e-\mu\), so a gate that lowers the bare energy \(e\) changes the occupation exactly as an equal rise of \(\mu\) does. Take \(e=0\), \(U=1\) eV and \(g=0.05\) eV. At \(\mu=0.5\) eV the level is half filled. After a step to \(\mu=0.6\) eV, the new occupation lies between 0.5 and 0.587, since the increment bound is \(0.1/1.157<0.087\). Bisection on this short interval finds it.

Plain iteration behaves differently. Starting from \(n=0.5\) at the new \(\mu\), the first output is about 0.85 and the next about 0.06. A unique solution does not make the unmixed loop converge, which is where density mixing comes in.

The model has one level, one occupation variable, a constant width and a single chemical potential. A spin-unrestricted calculation couples two occupations, and a finite bias brings in two chemical potentials; uniqueness there is a separate question. For \(g\) much smaller than \(U\), the mean-field equation still spreads the filling over a range of \(\mu\) of about \(U\), whereas an isolated level with the full interaction fills in integer steps at zero temperature.
